# For a polynomial energy, cubic magnetic anisotropy first appears at fourth order in the direction cosines

The magnetic anisotropy energy of a cubic crystal starts at fourth order in the direction cosines of the magnetisation, while a tetragonal crystal already has a second-order term. I can see that $x^2+y^2+z^2$ is useless because it equals one. But $xyz$ is of third order, is unchanged by every permutation of the axes, and survives every twofold rotation about a cube axis. It vanishes along [001] and not along [111]. Why isn't it the leading cubic anisotropy?

## Time reversal removes xyz, and the sphere removes the squares

A polynomial energy of degree at most three is constant on the unit sphere if it is unchanged by permutations of the direction cosines and by a sign change of any single one. The polynomial $x^2y^2+y^2z^2+z^2x^2$ has the same symmetry and degree four, and it is $0$ along [001] and $1/3$ along [111].

Your $xyz$ fails the single sign change. A twofold rotation about a cube axis reverses two components of the magnetisation, and time reversal reverses all three. Together they reverse exactly one, which turns $xyz$ into $-xyz$. Without an external field the energy respects time reversal, so this term is absent. In a crystal with fourfold axes, such as bcc iron, a quarter turn takes $(x,y,z)$ to $(-y,x,z)$ and excludes the term even without time reversal.

Write the direction cosines as $x_0,x_1,x_2$ (your $x,y,z$) and the energy as
$$p(x)=\sum_d c_d\,x_0^{d_0}x_1^{d_1}x_2^{d_2},$$
where $d=(d_0,d_1,d_2)$ runs over the exponents and $c_d$ are real coefficients. Changing the sign of $x_i$ multiplies each term by $(-1)^{d_i}$. The energy is unchanged, and two polynomials that agree everywhere have the same coefficients, so $c_d=-c_d$ whenever $d_i$ is odd. Every surviving exponent is therefore even. With $d_0+d_1+d_2\le 3$, the sum of the exponents is 0 or 2, which leaves
$$p(x)=E+K_0x_0^2+K_1x_1^2+K_2x_2^2 .$$

Exchange of $x_0$ and $x_1$, applied at $(1,0,0)$, gives $K_1=K_0$. On the sphere $x_0^2+x_1^2=1-x_2^2$, hence
$$p(x)=(E+K_0)+(K_2-K_0)\,x_2^2 .$$
This is the tetragonal result, a uniaxial energy. In the cubic case $x_0$ and $x_2$ may also be exchanged. Then [100] and [001] have equal energies, so $K_2=K_0$ and $p=E+K_0$ in every direction.

For the quartic polynomial $q=x_0^2x_1^2+x_1^2x_2^2+x_2^2x_0^2$, the identity
$$q=\tfrac12\Big[\Big(\sum_i x_i^2\Big)^2-\sum_i x_i^4\Big]$$
shows the permutation symmetry, and only squares occur, so sign changes have no effect. At $(0,0,1)$ every product vanishes. At $(1,1,1)/\sqrt3$ each of the three products is $1/9$, with sum $1/3$. The degree of $q$ is at most four, and it cannot be three or less, because $q$ would then be constant on the sphere.

Here is the same argument in Lean 4 with Mathlib.

```lean
import Mathlib

open MvPolynomial

namespace MagneticAnisotropy

noncomputable section

/-- Reversal of the `i`-th direction cosine. -/
def mirror (i : Fin 3) (x : Fin 3 → ℝ) : Fin 3 → ℝ :=
  fun j => if j = i then -x j else x j

/-- A direction is a vector whose squared components sum to one. -/
def IsDirection (x : Fin 3 → ℝ) : Prop := x 0 ^ 2 + x 1 ^ 2 + x 2 ^ 2 = 1

/-- The energy polynomial is unchanged when any single direction cosine changes sign. -/
def MirrorInvariant (p : MvPolynomial (Fin 3) ℝ) : Prop :=
  ∀ i x, eval (mirror i x) p = eval x p

/-- Cubic symmetry: the energy polynomial is unchanged by sign flips and by permutations
of the direction cosines. -/
def CubicInvariant (p : MvPolynomial (Fin 3) ℝ) : Prop :=
  MirrorInvariant p ∧ ∀ (σ : Equiv.Perm (Fin 3)) x, eval (x ∘ σ) p = eval x p

/-- The quartic invariant `x²y² + y²z² + z²x²`. -/
def quartic : MvPolynomial (Fin 3) ℝ :=
  X 0 ^ 2 * X 1 ^ 2 + X 1 ^ 2 * X 2 ^ 2 + X 2 ^ 2 * X 0 ^ 2

/-- The unit vector along the body diagonal [111]. -/
def diagonal : Fin 3 → ℝ := fun _ => 1 / √3

/-- The square of a direction cosine does not change under a sign flip. -/
theorem mirror_sq (i j : Fin 3) (x : Fin 3 → ℝ) : mirror i x j ^ 2 = x j ^ 2 := by
  unfold mirror
  split_ifs <;> ring

/-- A sign flip of one direction cosine multiplies a monomial by `-1` to the power with
which that cosine occurs. -/
theorem prod_mirror (i : Fin 3) (x : Fin 3 → ℝ) (d : Fin 3 →₀ ℕ) :
    ∏ j, mirror i x j ^ d j = (-1) ^ d i * ∏ j, x j ^ d j := by
  have h : ∀ j, mirror i x j ^ d j = (if j = i then (-1 : ℝ) ^ d j else 1) * x j ^ d j := by
    intro j
    unfold mirror
    split_ifs
    · exact neg_pow _ _
    · rw [one_mul]
  rw [Finset.prod_congr rfl (fun j _ => h j), Finset.prod_mul_distrib, Finset.prod_ite_eq']
  simp

/-- In an energy invariant under sign flips, every monomial with an odd power of some
direction cosine has coefficient zero. -/
theorem coeff_eq_zero_of_odd {p : MvPolynomial (Fin 3) ℝ} (h : MirrorInvariant p)
    {d : Fin 3 →₀ ℕ} {i : Fin 3} (hd : Odd (d i)) : coeff d p = 0 := by
  -- the reflected polynomial, written out by monomials, is the original one
  have hq : (∑ e ∈ p.support, monomial e ((-1) ^ (e i) * coeff e p)) = p := by
    apply MvPolynomial.funext
    intro x
    rw [← h i x, eval_eq' (mirror i x) p, map_sum]
    refine Finset.sum_congr rfl fun e _ => ?_
    rw [eval_monomial, prod_mirror, Finsupp.prod_fintype _ _ (fun _ => pow_zero _)]
    ring
  have hc := congrArg (coeff d) hq
  simp only [coeff_sum, coeff_monomial, Finset.sum_ite_eq', hd.neg_one_pow] at hc
  split_ifs at hc <;> linarith

/-- An energy of degree at most three that is invariant under sign flips is a constant plus
a combination of the squares of the direction cosines. -/
theorem eval_eq_squares {p : MvPolynomial (Fin 3) ℝ} (h : MirrorInvariant p)
    (hdeg : p.totalDegree ≤ 3) : ∃ (E : ℝ) (K : Fin 3 → ℝ), ∀ x,
      eval x p = E + (K 0 * x 0 ^ 2 + K 1 * x 1 ^ 2 + K 2 * x 2 ^ 2) := by
  refine ⟨coeff 0 p, fun i => coeff (Finsupp.single i 2) p, fun x => ?_⟩
  let T : Finset (Fin 3 →₀ ℕ) :=
    {0, Finsupp.single 0 2, Finsupp.single 1 2, Finsupp.single 2 2}
  -- even exponents with sum at most three leave four monomials
  have hT : p.support ⊆ T := by
    intro d hd
    have hs := (le_totalDegree hd).trans hdeg
    rw [Finsupp.sum_fintype _ _ (fun _ => rfl), Fin.sum_univ_three] at hs
    have he : ∀ i, d i % 2 = 0 := fun i => by
      by_contra hi
      exact (mem_support_iff.mp hd)
        (coeff_eq_zero_of_odd h (i := i) (Nat.odd_iff.mpr (by omega)))
    have e0 := he 0
    have e1 := he 1
    have e2 := he 2
    have hcases : (d 0 = 0 ∧ d 1 = 0 ∧ d 2 = 0) ∨ (d 0 = 2 ∧ d 1 = 0 ∧ d 2 = 0) ∨
        (d 0 = 0 ∧ d 1 = 2 ∧ d 2 = 0) ∨ (d 0 = 0 ∧ d 1 = 0 ∧ d 2 = 2) := by omega
    simp only [T, Finset.mem_insert, Finset.mem_singleton]
    refine hcases.imp ?_ (Or.imp ?_ (Or.imp ?_ ?_)) <;>
    · rintro ⟨a, b, c⟩
      ext i
      fin_cases i <;> simp [a, b, c]
  have h0 : ∀ i : Fin 3, (0 : Fin 3 →₀ ℕ) ≠ Finsupp.single i 2 := fun i hi => by
    have := DFunLike.congr_fun hi i
    simp at this
  have hsum : eval x p = ∑ d ∈ T, coeff d p * ∏ i, x i ^ d i := by
    rw [eval_eq']
    refine Finset.sum_subset hT fun d _ hd => ?_
    rw [notMem_support_iff.mp hd, zero_mul]
  rw [hsum, Finset.sum_insert (by simp [h0]),
    Finset.sum_insert (by simp [Finsupp.single_left_inj]),
    Finset.sum_insert (by simp [Finsupp.single_left_inj]), Finset.sum_singleton]
  simp [Finsupp.single_apply, add_assoc]

/-- An energy of degree at most three, invariant under sign flips and under exchange of
`x` and `y`, has the uniaxial form `E + K z²` on the unit sphere. -/
theorem tetragonal_uniaxial {p : MvPolynomial (Fin 3) ℝ} (h : MirrorInvariant p)
    (hswap : ∀ x, eval (x ∘ Equiv.swap 0 1) p = eval x p) (hdeg : p.totalDegree ≤ 3) :
    ∃ E K : ℝ, ∀ x, IsDirection x → eval x p = E + K * x 2 ^ 2 := by
  obtain ⟨E, K, hK⟩ := eval_eq_squares h hdeg
  have h01 := hswap ![1, 0, 0]
  rw [hK, hK] at h01
  simp [Equiv.swap_apply_def] at h01
  refine ⟨E + K 0, K 2 - K 0, fun x hx => ?_⟩
  unfold IsDirection at hx
  rw [hK, show K 1 = K 0 by linarith]
  linear_combination K 0 * hx

/-- A cubic-invariant energy of degree at most three in the direction cosines is constant
on the unit sphere. -/
theorem cubic_isotropic {p : MvPolynomial (Fin 3) ℝ} (h : CubicInvariant p)
    (hdeg : p.totalDegree ≤ 3) : ∃ E : ℝ, ∀ x, IsDirection x → eval x p = E := by
  obtain ⟨E, K, hK⟩ := tetragonal_uniaxial h.1 (h.2 (Equiv.swap 0 1)) hdeg
  -- exchanging x and z compares the directions [100] and [001]
  have h02 := h.2 (Equiv.swap 0 2) ![1, 0, 0]
  rw [hK _ (by simp [IsDirection, Equiv.swap_apply_def]),
    hK _ (by simp [IsDirection])] at h02
  simp at h02
  exact ⟨E, fun x hx => by rw [hK x hx, h02]; ring⟩

/-- The quartic invariant has cubic symmetry and degree exactly four; it is `0` along [001]
and `1/3` along [111]. -/
theorem quartic_anisotropy : CubicInvariant quartic ∧ quartic.totalDegree = 4 ∧
    IsDirection ![0, 0, 1] ∧ eval ![0, 0, 1] quartic = 0 ∧
    IsDirection diagonal ∧ eval diagonal quartic = 1 / 3 := by
  have hs : (1 / √3 : ℝ) ^ 2 = 1 / 3 := by
    rw [div_pow, Real.sq_sqrt (by norm_num)]
    norm_num
  have hcub : CubicInvariant quartic := by
    refine ⟨fun i x => ?_, fun σ x => ?_⟩
    · simp only [quartic, map_add, map_mul, map_pow, eval_X, mirror_sq]
    · -- the invariant is half of (∑ x²)² - ∑ x⁴
      have h2 := Equiv.sum_comp σ (fun i => x i ^ 2)
      have h4 := Equiv.sum_comp σ (fun i => x i ^ 4)
      simp only [Fin.sum_univ_three] at h2 h4
      simp only [quartic, map_add, map_mul, map_pow, eval_X, Function.comp_apply]
      linear_combination (x (σ 0) ^ 2 + x (σ 1) ^ 2 + x (σ 2) ^ 2
        + (x 0 ^ 2 + x 1 ^ 2 + x 2 ^ 2)) / 2 * h2 - 1 / 2 * h4
  have hz : IsDirection ![0, 0, 1] := by simp [IsDirection]
  have hd : IsDirection diagonal := by
    simp only [IsDirection, diagonal, hs]
    norm_num
  have vz : eval ![0, 0, 1] quartic = 0 := by simp [quartic]
  have vd : eval diagonal quartic = 1 / 3 := by
    simp only [quartic, map_add, map_mul, map_pow, eval_X, diagonal, hs]
    norm_num
  have hm : ∀ i j : Fin 3, (X i ^ 2 * X j ^ 2 : MvPolynomial (Fin 3) ℝ).totalDegree ≤ 4 :=
    fun i j => (totalDegree_mul _ _).trans (by simp [totalDegree_X_pow])
  have hle : quartic.totalDegree ≤ 4 := (totalDegree_add _ _).trans
    (max_le ((totalDegree_add _ _).trans (max_le (hm 0 1) (hm 1 2))) (hm 2 0))
  refine ⟨hcub, le_antisymm hle ?_, hz, vz, hd, vd⟩
  -- a lower degree would make the two values equal
  by_contra hlt
  obtain ⟨E, hE⟩ := cubic_isotropic hcub (by omega)
  have a := hE _ hz
  have b := hE _ hd
  rw [vz] at a
  rw [vd] at b
  linarith

/-- The polynomial `z²` has degree two, is invariant under sign flips and under exchange of
`x` and `y`, and is `0` along [100] and `1` along [001]. -/
theorem uniaxial_second_order :
    MirrorInvariant (X 2 ^ 2) ∧
    (∀ x : Fin 3 → ℝ, eval (x ∘ Equiv.swap 0 1) (X 2 ^ 2) = eval x (X 2 ^ 2)) ∧
    (X 2 ^ 2 : MvPolynomial (Fin 3) ℝ).totalDegree = 2 ∧
    eval ![(1 : ℝ), 0, 0] (X 2 ^ 2) = 0 ∧ eval ![(0 : ℝ), 0, 1] (X 2 ^ 2) = 1 := by
  refine ⟨fun i x => ?_, fun x => ?_, totalDegree_X_pow _ _, by simp, by simp⟩
  · simp only [map_pow, eval_X, mirror_sq]
  · simp [Equiv.swap_apply_def]

/-- The cubic polynomial `xyz` is invariant under permutations and under sign flips of two
different direction cosines together, yet it is `0` along [001] and nonzero along [111]. -/
theorem single_flips_needed (p : MvPolynomial (Fin 3) ℝ) (hp : p = X 0 * X 1 * X 2) :
    p.totalDegree ≤ 3 ∧ (∀ (σ : Equiv.Perm (Fin 3)) x, eval (x ∘ σ) p = eval x p) ∧
    (∀ i j x, i ≠ j → eval (mirror i (mirror j x)) p = eval x p) ∧
    eval ![0, 0, 1] p = 0 ∧ eval diagonal p ≠ 0 := by
  subst hp
  refine ⟨?_, fun σ x => ?_, fun i j x hij => ?_, by simp, ?_⟩
  · refine (totalDegree_mul _ _).trans ?_
    have := totalDegree_mul (X 0 : MvPolynomial (Fin 3) ℝ) (X 1)
    simp only [totalDegree_X] at this ⊢
    omega
  · have := Equiv.prod_comp σ x
    simpa [Fin.prod_univ_three] using this
  · fin_cases i <;> fin_cases j <;> simp [mirror] at hij ⊢
  · simp [diagonal]

end

end MagneticAnisotropy
```

```lean
#print axioms MagneticAnisotropy.cubic_isotropic
#print axioms MagneticAnisotropy.quartic_anisotropy
#print axioms MagneticAnisotropy.uniaxial_second_order
#print axioms MagneticAnisotropy.single_flips_needed
```

```
'MagneticAnisotropy.cubic_isotropic' depends on axioms: [propext, Classical.choice, Quot.sound]
'MagneticAnisotropy.quartic_anisotropy' depends on axioms: [propext, Classical.choice, Quot.sound]
'MagneticAnisotropy.uniaxial_second_order' depends on axioms: [propext, Classical.choice, Quot.sound]
'MagneticAnisotropy.single_flips_needed' depends on axioms: [propext, Classical.choice, Quot.sound]
```

## What the theorems say about a crystal

An energy is an element of `MvPolynomial (Fin 3) ℝ`, a real polynomial in three variables numbered 0, 1 and 2. `eval x p` is its value at the triple `x`, and `totalDegree` is the order in the direction cosines. `IsDirection x` says that the squared components sum to one.

The name `mirror` needs care. It reverses one direction cosine, whereas a spatial mirror plane acts on the magnetisation, an axial vector, by reversing the two components parallel to the plane. The map `mirror i` is thus a twofold rotation about axis `i` combined with time reversal. `MirrorInvariant` demands invariance under all three such maps, and `CubicInvariant` adds all permutations, written `x ∘ σ`. An exchange of two cosines is likewise a twofold rotation, about a face diagonal, combined with time reversal. The cubic crystal classes 23 and m3̄ lack these rotations and have only the cyclic permutations. Those already make $K_0=K_1=K_2$, so the conclusion up to third order is the same, although the theorem as stated assumes all permutations.

- `cubic_isotropic` says that a cubic-invariant energy of degree at most three has a single value on all unit vectors.
- `quartic_anisotropy` gives the symmetry of `quartic`, its exact degree and its two values. With the previous theorem, this places the first cubic anisotropy at fourth order.
- `tetragonal_uniaxial` assumes the sign changes and only the exchange of $x_0$ and $x_1$, and gives the form $E+Kx_2^2$ on the sphere. Here $E$ is the energy in the basal plane and $K$ is the extra energy along the axis. Textbooks often write $K_u\sin^2\theta$, with $\theta$ the angle from the axis; then $K=-K_u$. The tetragonal classes 4, 4̄ and 4/m lack the exchange and the separate sign changes of $x_0$ and $x_1$, so the theorem as stated does not cover them. There a quarter turn of the magnetisation about the axis, together with time reversal, gives the same form up to third order.
- `uniaxial_second_order` shows that $x_2^2$ is an anisotropic example of degree two: it is $0$ along [100] and $1$ along [001].
- `single_flips_needed` is about your $xyz$. Permutations and reversals of two different cosines together are not enough to force a constant energy at third order.

The step from this model to a real crystal is the assumption that the energy is a polynomial of finite degree with the stated invariance. The invariance is required for all real triples, although the physical energy is defined only on the sphere. That is a mild demand: averaging a polynomial over the sign changes and permutations makes it invariant everywhere, does not raise its degree, and leaves its values on the sphere alone if they were already symmetric. Symmetry does not fix the sizes and signs of the anisotropy constants that it allows; an electronic-structure calculation or an experiment can supply them.

In density functional theory with spin–orbit coupling, total energies for several magnetisation directions can be fitted to such an expansion. For an undistorted cubic crystal and a polynomial fit, the first coefficient that can describe anisotropy is the quartic one, while a tetragonal distortion also admits a quadratic one.

## From coefficients to directions in the Lean proof

`prod_mirror` computes the factor $(-1)^{d_i}$ that a monomial acquires. `coeff_eq_zero_of_odd` then writes down the polynomial with these signs in its coefficients and uses `MvPolynomial.funext` to identify it with `p`, since both have the same value at every point. Reading off the coefficient of an odd monomial gives $-c_d=c_d$, and `linarith` concludes that it is zero.

`eval_eq_squares` does the counting. The set `T` holds the four exponent triples of $1,x_0^2,x_1^2,x_2^2$. From even exponents with sum at most three, `omega` derives that no other triple can occur, and the energy becomes a sum over `T`.

In `tetragonal_uniaxial`, the exchange is evaluated at `![1, 0, 0]` to obtain $K_1=K_0$. The final `linear_combination K 0 * hx` adds $K_0$ times the sphere equation, which is the substitution for $x_0^2+x_1^2$ made above. `cubic_isotropic` starts from this uniaxial form and uses the exchange of $x_0$ and $x_2$ at the same vector, which makes the remaining coefficient zero.

For `quartic_anisotropy`, `Equiv.sum_comp` states that $\sum_i x_i^2$ and $\sum_i x_i^4$ do not change under a permutation, and `linear_combination` derives the permutation invariance of $q$ from these two facts. The upper bound on the degree comes from the degrees of sums and products. The lower bound is by contradiction: a degree below four would let `cubic_isotropic` equate $0$ and $1/3$.

The two example theorems are direct evaluations. For $xyz$, `Equiv.prod_comp` gives the permutation symmetry, and `fin_cases` checks each pair of distinct axes for the double sign change.
